# For two parallel Drude channels, the extended Drude rate and mass vary with frequency exactly when the channel rates differ

In an optical spectrum, a scattering rate that rises with frequency and a mass enhancement that falls towards one are easily read as signs of interacting electrons. That reading can fail for a metal with two kinds of carrier. Two independent classical channels, each with a constant scattering rate and no mass renormalisation, produce both trends as soon as their rates differ. For such a two-channel, non-interacting model of a multiband metal, the dispersion comes entirely from describing two relaxation rates by one.

```lean
import Mathlib

open Complex (I)
open Filter Topology Set

noncomputable section

namespace TwoDrudeResponse
```

## Two channels and their averages

Channel j, with j = 1 or 2, has a Drude weight wⱼ, which stands for nⱼe²/mⱼ (carrier density times squared charge over mass), and a scattering rate gⱼ, at which its current decays once the field is switched off. All four numbers are positive: both channels carry current, and both lose it. In Lean a value of `TwoDrude` holds the four real parameters together with proofs of their positivity, so every theorem about `M : TwoDrude` covers all admissible parameters.

```lean
/-- Two parallel Drude channels with positive spectral weights `w₁, w₂` and positive
scattering rates `g₁, g₂`. -/
structure TwoDrude where
  w₁ : ℝ
  w₂ : ℝ
  g₁ : ℝ
  g₂ : ℝ
  hw₁ : 0 < w₁
  hw₂ : 0 < w₂
  hg₁ : 0 < g₁
  hg₂ : 0 < g₂
```

The total weight is

W = w₁ + w₂.

```lean
namespace TwoDrude

variable (M : TwoDrude)

/-- The total Drude weight. -/
def W : ℝ := M.w₁ + M.w₂
```

Two different averages of the rates will appear. In the first, each rate carries the weight of the other channel:

G = (w₁g₂ + w₂g₁)/W.

```lean
/-- The mean of the two scattering rates in which each rate carries the weight of the other
channel. -/
def G : ℝ := (M.w₁ * M.g₂ + M.w₂ * M.g₁) / M.W
```

The spread of the rates is measured by their weighted variance,

D = w₁w₂(g₁ − g₂)²/W².

```lean
/-- The weighted variance of the two scattering rates. -/
def D : ℝ := M.w₁ * M.w₂ * (M.g₁ - M.g₂) ^ 2 / M.W ^ 2
```

The second average gives each rate its own weight. It is written Γ here and `meanRate` in the code:

Γ = (w₁g₁ + w₂g₂)/W.

```lean
/-- The mean scattering rate, each channel counted with its own weight. -/
def meanRate : ℝ := (M.w₁ * M.g₁ + M.w₂ * M.g₂) / M.W
```

## Conductivity, rate and mass

The channels conduct in parallel, so their conductivities add. With fields varying as exp(−iωt) at real frequency ω,

σ(ω) = w₁/(g₁ − iω) + w₂/(g₂ − iω).

There is no scattering between the channels, no interband absorption and no background from bound charge.

```lean
/-- The complex optical conductivity of the two channels at frequency `ω`. -/
def sigma (ω : ℝ) : ℂ :=
  (M.w₁ : ℂ) / ((M.g₁ : ℂ) - I * (ω : ℂ)) + (M.w₂ : ℂ) / ((M.g₂ : ℂ) - I * (ω : ℂ))
```

A single Drude term with weight W and rate g has W/σ = g − iω. The extended Drude analysis keeps this form for any σ and lets its coefficients depend on frequency. The scattering rate is the real part,

rate(ω) = Re(W/σ(ω)).

```lean
/-- The frequency-dependent scattering rate of the extended Drude analysis. -/
def rate (ω : ℝ) : ℝ := ((M.W : ℂ) / M.sigma ω).re
```

The mass enhancement is the coefficient of −iω,

mass(ω) = −Im(W/σ(ω))/ω.

Both definitions start from the complex conductivity; the closed formulas are derived from them. Both also use the exact total weight W, and a different choice of weight would rescale rate and mass together.

```lean
/-- The frequency-dependent mass enhancement of the extended Drude analysis. -/
def mass (ω : ℝ) : ℝ := -((M.W : ℂ) / M.sigma ω).im / ω
```

## One fraction for the conductivity

Since all four parameters are positive, so are W and G.

```lean
/-- The total weight and the cross-weighted mean rate are positive. -/
theorem W_pos_and_G_pos : 0 < M.W ∧ 0 < M.G := by
  have hW : 0 < M.W := add_pos M.hw₁ M.hw₂
  exact ⟨hW, div_pos (add_pos (mul_pos M.hw₁ M.hg₂) (mul_pos M.hw₂ M.hg₁)) hW⟩
```

For g > 0 the number g − iω has real part g, so it is never zero at real ω. The proof takes real parts of a supposed equation g − iω = 0 and contradicts g > 0.

```lean
/-- A Drude denominator with positive scattering rate has no zero at real frequency. -/
theorem drude_denominator_ne_zero {g : ℝ} (hg : 0 < g) (ω : ℝ) :
    (g : ℂ) - I * (ω : ℂ) ≠ 0 := by
  intro h
  have h' := congrArg Complex.re h
  simp at h'
  linarith
```

Over a common denominator, the numerator of σ is

w₁(g₂ − iω) + w₂(g₁ − iω) = (w₁g₂ + w₂g₁) − iωW = W(G − iω).

Therefore

σ = W(G − iω)/((g₁ − iω)(g₂ − iω)).

The crossed weights in G come from this step, where each weight is multiplied by the other channel's denominator. Writing Γ in place of G is a natural slip, and it goes unnoticed when w₁ = w₂, because the two averages then agree.

In the proof, `div_add_div` forms the common denominator, and `linear_combination` matches the numerators using the definitions of W and G.

```lean
/-- The conductivity over a common denominator, with numerator `W (G - iω)`. -/
theorem sigma_eq (ω : ℝ) :
    M.sigma ω = (M.W : ℂ) * ((M.G : ℂ) - I * (ω : ℂ)) /
      (((M.g₁ : ℂ) - I * (ω : ℂ)) * ((M.g₂ : ℂ) - I * (ω : ℂ))) := by
  have hW : M.W ≠ 0 := M.W_pos_and_G_pos.1.ne'
  have hWG : M.W * M.G = M.w₁ * M.g₂ + M.w₂ * M.g₁ := by
    unfold G
    field_simp
  have hWGc : (M.W : ℂ) * M.G = M.w₁ * M.g₂ + M.w₂ * M.g₁ := by exact_mod_cast hWG
  have hWc : (M.W : ℂ) = M.w₁ + M.w₂ := by simp [W]
  rw [sigma, div_add_div _ _ (drude_denominator_ne_zero M.hg₁ ω)
    (drude_denominator_ne_zero M.hg₂ ω)]
  congr 1
  linear_combination -hWGc + I * (ω : ℂ) * hWc
```

## Inverting the conductivity

Because G > 0, σ is never zero, and

W/σ = (g₁ − iω)(g₂ − iω)/(G − iω).

Set z = G − iω. The two factors are z + (g₁ − G) and z + (g₂ − G), so division by z gives

W/σ = z + (g₁ + g₂ − 2G) + (g₁ − G)(g₂ − G)/z.

The constants simplify through

G − g₁ = w₁(g₂ − g₁)/W,

g₂ − G = w₂(g₂ − g₁)/W.

Their product is (G − g₁)(g₂ − G) = D. Also g₁ + g₂ − G = Γ, directly from the definitions. Hence

W/σ = Γ − iω − D/(G − iω).

The real identities for Γ and D are `hm` and `hD` in the proof. The auxiliary statement `key` inverts the fraction, and the last line checks the division after multiplying through by G − iω.

```lean
/-- The quotient `W/σ` equals its value for a single Drude term of weight `W` with the mean rate,
minus a relaxation term of strength `D` and rate `G`. -/
theorem inverse_sigma (ω : ℝ) :
    (M.W : ℂ) / M.sigma ω =
      (M.meanRate : ℂ) - I * (ω : ℂ) - (M.D : ℂ) / ((M.G : ℂ) - I * (ω : ℂ)) := by
  obtain ⟨hW, hG⟩ := M.W_pos_and_G_pos
  have hW0 : M.W ≠ 0 := hW.ne'
  have hWc : (M.W : ℂ) ≠ 0 := by exact_mod_cast hW0
  have hGc := drude_denominator_ne_zero hG ω
  -- the two real identities behind the polynomial division
  have hm : M.meanRate = M.g₁ + M.g₂ - M.G := by
    unfold meanRate G
    field_simp
    unfold W
    ring
  have hD : M.D = (M.G - M.g₁) * (M.g₂ - M.G) := by
    unfold D G
    field_simp
    unfold W
    ring
  have hmc : (M.meanRate : ℂ) = M.g₁ + M.g₂ - M.G := by exact_mod_cast hm
  have hDc : (M.D : ℂ) = (M.G - M.g₁) * (M.g₂ - M.G) := by exact_mod_cast hD
  have key : ∀ V a p q : ℂ, V ≠ 0 → a ≠ 0 → p ≠ 0 → q ≠ 0 →
      V / (V * a / (p * q)) = p * q / a := by
    intro V a p q hV ha hp hq
    field_simp
  have e : (M.D : ℂ) / ((M.G : ℂ) - I * (ω : ℂ)) * ((M.G : ℂ) - I * (ω : ℂ)) = M.D :=
    div_mul_cancel₀ _ hGc
  rw [sigma_eq, key _ _ _ _ hWc hGc (drude_denominator_ne_zero M.hg₁ ω)
    (drude_denominator_ne_zero M.hg₂ ω), div_eq_iff hGc]
  linear_combination e + hDc - ((M.G : ℂ) - I * (ω : ℂ)) * hmc
```

## Real and imaginary parts

Multiplying numerator and denominator by G + iω gives

D/(G − iω) = DG/(G² + ω²) + i Dω/(G² + ω²).

The real part of W/σ is then

rate(ω) = Γ − DG/(G² + ω²),

and the imaginary part is −ω − Dω/(G² + ω²). Changing its sign and dividing by ω gives

mass(ω) = 1 + D/(G² + ω²).

The first formula holds at every real frequency and the second at every nonzero one. Lean evaluates the quotient defining `mass 0` as 0, which is not the limiting value 1 + D/G², so ω ≠ 0 is a hypothesis of the second formula. The step `split` states the two components of the relaxation term. Its proof multiplies through by G − iω and then compares real and imaginary parts with `Complex.ext`.

```lean
/-- Closed formulas for the scattering rate at every real frequency and for the mass
enhancement at every nonzero frequency. -/
theorem rate_and_mass (ω : ℝ) :
    M.rate ω = M.meanRate - M.D * M.G / (M.G ^ 2 + ω ^ 2) ∧
      (ω ≠ 0 → M.mass ω = 1 + M.D / (M.G ^ 2 + ω ^ 2)) := by
  have hG := M.W_pos_and_G_pos.2
  have hS : M.G ^ 2 + ω ^ 2 ≠ 0 := by positivity
  -- real and imaginary part of the relaxation term
  have split : (M.D : ℂ) / ((M.G : ℂ) - I * (ω : ℂ)) =
      ⟨M.D * M.G / (M.G ^ 2 + ω ^ 2), M.D * ω / (M.G ^ 2 + ω ^ 2)⟩ := by
    rw [div_eq_iff (drude_denominator_ne_zero hG ω)]
    apply Complex.ext
    · simp
      field_simp
      try ring
    · simp
      try ring
  constructor
  · rw [rate, inverse_sigma, split]
    simp
  · intro hω
    have him : ((M.W : ℂ) / M.sigma ω).im = -ω - M.D * ω / (M.G ^ 2 + ω ^ 2) := by
      rw [inverse_sigma, split]
      simp
    rw [mass, him]
    field_simp
    try ring
```

## When the dispersion is strict

In D the factors w₁w₂ and W² are positive, so D > 0 exactly when (g₁ − g₂)² > 0, that is, when g₁ ≠ g₂.

```lean
/-- The variance `D` is positive exactly when the two scattering rates differ. -/
theorem D_pos_iff : 0 < M.D ↔ M.g₁ ≠ M.g₂ := by
  constructor
  · intro h e
    simp [D, e] at h
  · intro h
    have hs : 0 < (M.g₁ - M.g₂) ^ 2 :=
      lt_of_le_of_ne (sq_nonneg _) (Ne.symm (pow_ne_zero 2 (sub_ne_zero.2 h)))
    exact div_pos (mul_pos (mul_pos M.hw₁ M.hw₂) hs) (pow_pos M.W_pos_and_G_pos.1 2)
```

Suppose g₁ ≠ g₂ and 0 < a < b. Then G² + a² < G² + b², so for every c > 0

c/(G² + b²) < c/(G² + a²).

With c = DG, a smaller amount is subtracted from Γ at b, so the rate is higher there. With c = D, the mass is lower at b. If g₁ = g₂, then D = 0 and both functions are constant for ω > 0, so neither is strictly monotone.

In Lean, `StrictMonoOn M.rate (Ioi 0)` says that the rate strictly increases on ω > 0, and `StrictAntiOn` says that the mass strictly decreases there. The inequality is `dec`. For equal rates the proof compares frequencies 1 and 2, where strict monotonicity would make a number smaller than itself.

```lean
/-- At positive frequencies the scattering rate strictly rises if and only if the two channel
rates differ, and the mass enhancement strictly falls under the same condition. -/
theorem strict_dispersion_iff :
    (StrictMonoOn M.rate (Ioi 0) ↔ M.g₁ ≠ M.g₂) ∧
      (StrictAntiOn M.mass (Ioi 0) ↔ M.g₁ ≠ M.g₂) := by
  have hG := M.W_pos_and_G_pos.2
  have h1 : (1 : ℝ) ∈ Ioi (0 : ℝ) := mem_Ioi.2 one_pos
  have h2 : (2 : ℝ) ∈ Ioi (0 : ℝ) := mem_Ioi.2 two_pos
  have hD0 : M.g₁ = M.g₂ → M.D = 0 := fun e => by simp [D, e]
  -- a positive constant over `G² + ω²` strictly decreases
  have dec : ∀ c a b : ℝ, 0 < c → 0 < a → a < b →
      c / (M.G ^ 2 + b ^ 2) < c / (M.G ^ 2 + a ^ 2) := fun c a b hc ha hab =>
    div_lt_div_of_pos_left hc (by positivity) (by nlinarith)
  refine ⟨⟨fun h e => ?_, fun h a ha b _ hab => ?_⟩,
    ⟨fun h e => ?_, fun h a ha b hb hab => ?_⟩⟩
  · have hlt := h h1 h2 one_lt_two
    rw [(M.rate_and_mass 1).1, (M.rate_and_mass 2).1, hD0 e] at hlt
    simp at hlt
  · rw [(M.rate_and_mass a).1, (M.rate_and_mass b).1]
    have := dec (M.D * M.G) a b (mul_pos (M.D_pos_iff.2 h) hG) ha hab
    linarith
  · have hlt := h h1 h2 one_lt_two
    rw [(M.rate_and_mass 1).2 one_ne_zero, (M.rate_and_mass 2).2 two_ne_zero, hD0 e] at hlt
    simp at hlt
  · rw [(M.rate_and_mass a).2 (ne_of_gt ha), (M.rate_and_mass b).2 (ne_of_gt hb)]
    have := dec M.D a b (M.D_pos_iff.2 h) ha hab
    linarith
```

## A linear relation and the two ends of the spectrum

Both formulas contain the same fraction D/(G² + ω²). Eliminating it gives, at every ω ≠ 0,

Γ − rate(ω) = G(mass(ω) − 1).

Within this model, a plot of rate against mass is therefore confined to a straight line of slope −G.

```lean
/-- At every nonzero frequency the deficit of the scattering rate below the mean rate is `G`
times the excess of the mass enhancement over one. -/
theorem rate_deficit_eq {ω : ℝ} (hω : ω ≠ 0) :
    M.meanRate - M.rate ω = M.G * (M.mass ω - 1) := by
  rw [(M.rate_and_mass ω).1, (M.rate_and_mass ω).2 hω]
  ring
```

As ω → ∞ the fraction tends to zero, so rate(ω) → Γ and mass(ω) → 1. The proof for the mass uses its closed formula only at positive frequencies, which is enough for the limit.

```lean
/-- At high frequency the scattering rate tends to the mean rate and the mass enhancement
tends to one. -/
theorem high_frequency_limits :
    Tendsto M.rate atTop (𝓝 M.meanRate) ∧ Tendsto M.mass atTop (𝓝 1) := by
  have hden : Tendsto (fun ω : ℝ => M.G ^ 2 + ω ^ 2) atTop atTop :=
    tendsto_atTop_add_const_left _ _ (tendsto_pow_atTop two_ne_zero)
  have hz : ∀ c : ℝ, Tendsto (fun ω : ℝ => c / (M.G ^ 2 + ω ^ 2)) atTop (𝓝 0) :=
    fun c => hden.const_div_atTop c
  constructor
  · have h := (tendsto_const_nhds (x := M.meanRate)).sub (hz (M.D * M.G))
    rw [sub_zero] at h
    exact h.congr fun ω => (M.rate_and_mass ω).1.symm
  · have h := (tendsto_const_nhds (x := (1 : ℝ))).add (hz M.D)
    rw [add_zero] at h
    refine h.congr' ?_
    filter_upwards [eventually_gt_atTop (0 : ℝ)] with ω hω
    exact ((M.rate_and_mass ω).2 hω.ne').symm
```

At ω = 0 the conductivity is real, σ(0) = w₁/g₁ + w₂/g₂, and so

rate(0) = W/(w₁/g₁ + w₂/g₂).

This is the weighted harmonic mean of the channel rates. The rate thus starts at the harmonic mean and approaches the arithmetic mean Γ at high frequency.

```lean
/-- At zero frequency the scattering rate is the weighted harmonic mean of the two channel
rates. -/
theorem rate_zero : M.rate 0 = M.W / (M.w₁ / M.g₁ + M.w₂ / M.g₂) := by
  have h : M.sigma 0 = ((M.w₁ / M.g₁ + M.w₂ / M.g₂ : ℝ) : ℂ) := by simp [sigma]
  rw [rate, h, ← Complex.ofReal_div, Complex.ofReal_re]

end TwoDrude

end TwoDrudeResponse
```

```lean
#print axioms TwoDrudeResponse.TwoDrude.strict_dispersion_iff
-- 'TwoDrudeResponse.TwoDrude.strict_dispersion_iff' depends on axioms: [propext, Classical.choice, Quot.sound]
#print axioms TwoDrudeResponse.TwoDrude.rate_deficit_eq
-- 'TwoDrudeResponse.TwoDrude.rate_deficit_eq' depends on axioms: [propext, Classical.choice, Quot.sound]
#print axioms TwoDrudeResponse.TwoDrude.high_frequency_limits
-- 'TwoDrudeResponse.TwoDrude.high_frequency_limits' depends on axioms: [propext, Classical.choice, Quot.sound]
#print axioms TwoDrudeResponse.TwoDrude.rate_zero
-- 'TwoDrudeResponse.TwoDrude.rate_zero' depends on axioms: [propext, Classical.choice, Quot.sound]
```

## Unequal weights in numbers

Take w₁ = 3, w₂ = 1, g₁ = 1 and g₂ = 5, in consistent units. Then

W = 4, G = (15 + 1)/4 = 4, Γ = (3 + 5)/4 = 2, D = 3·16/16 = 3.

At ω = 2 the closed formulas give

rate = 2 − 12/20 = 1.4,

mass = 1 + 3/20 = 1.15.

Directly from the conductivity,

σ(2) = 3/(1 − 2i) + 1/(5 − 2i) = (112 + 184i)/145,

W/σ(2) = 1.4 − 2.3i.

The real part is 1.4, and 2.3/2 = 1.15. The linear relation reads 2 − 1.4 = 4·0.15.

At zero frequency the rate is 4/(3 + 1/5) = 1.25, in agreement with 2 − 12/16. Had Γ = 2 been used in place of G, the formula would have given 2 − 6/4 = 0.5, which is below both channel rates.
